# On a finite connected graph, site energies with equal totals differ by transfers between neighbours

Many Gaussian-process potentials write the energy of a structure as a sum of site energies, one per atom. An electronic-structure calculation usually supplies the total as training data, not the separate terms. Two fits may therefore agree on the energy of an alloy cell and still assign different energies to its atoms. How can the two assignments differ?

Take one fixed structure and join atoms that count as neighbours, for instance those within a cutoff. Let e_i and e'_i be two assignments of real site energies. If this graph is finite and connected, the totals agree exactly when e' is obtained from e by passing energy between neighbours.

In Lean 4 with Mathlib:

```lean
import Mathlib

open Finset

namespace SiteEnergyTransfer

variable {V : Type*} {G : SimpleGraph V}
```

Here `V` is the set of atoms and `G` the neighbour graph. A `SimpleGraph` has symmetric bonds and no atom bonded to itself. It carries no distances, species or periodic images; two atoms are either neighbours or not.

## Energy passed along bonds

Let t_ij be the energy that atom i receives from atom j. What i receives, j gives up, and only neighbours exchange energy:

t_ji = −t_ij,

t_ij = 0 unless i and j are neighbours.

```lean
/-- An energy transfer between neighbouring atoms: `t i j` is the energy that atom `i` receives
from atom `j`; it is antisymmetric and vanishes unless the two atoms are neighbours. -/
structure IsNeighbourTransfer (G : SimpleGraph V) (t : V → V → ℝ) : Prop where
  antisymm : ∀ i j, t j i = -t i j
  bonded : ∀ i j, ¬ G.Adj i j → t i j = 0
```

The two fields of `IsNeighbourTransfer` are these two conditions. The size of a transfer is not limited. The net gain of atom i is the row sum

g_i = ∑_j t_ij.

```lean
/-- The sum of `t i j` over all atoms `j`; for a neighbour transfer `t`, this is the net energy that
atom `i` receives. -/
def siteGain [Fintype V] (t : V → V → ℝ) (i : V) : ℝ := ∑ j, t i j
```

Since t vanishes off the bonds, the sum over all atoms in `siteGain` is in effect a sum over the neighbours of i.

## What a transfer conserves

Give each atom a weight w_i such that neighbours have equal weights, and set

S = ∑_i ∑_j w_i t_ij = ∑_i w_i g_i.

Exchanging the names of the two indices, and then using antisymmetry, gives

S = ∑_i ∑_j w_j t_ji = −∑_i ∑_j w_j t_ij.

In each nonzero term i and j are neighbours, so w_j = w_i. Hence S = −S, and S = 0. With all weights equal to 1, this says that a transfer conserves the total energy.

```lean
/-- If the weights of any two neighbours agree, the weighted sum of the energy gains in a
neighbour transfer is zero. -/
theorem weighted_gain_eq_zero [Fintype V] {t : V → V → ℝ} (ht : IsNeighbourTransfer G t)
    (w : V → ℝ) (hw : ∀ i j, G.Adj i j → w i = w j) :
    ∑ i, w i * siteGain t i = 0 := by
  -- exchanging the two atoms of each pair reverses the sign of the double sum
  have h : ∑ i, ∑ j, w i * t i j = -∑ i, ∑ j, w i * t i j := by
    calc ∑ i, ∑ j, w i * t i j = ∑ i, ∑ j, w j * t j i := Finset.sum_comm
      _ = ∑ i, ∑ j, -(w i * t i j) := by
        refine Finset.sum_congr rfl fun i _ => Finset.sum_congr rfl fun j _ => ?_
        rw [ht.antisymm i j]
        by_cases hij : G.Adj i j
        · rw [hw i j hij]; ring
        · rw [ht.bonded i j hij]; ring
      _ = -∑ i, ∑ j, w i * t i j := by simp only [Finset.sum_neg_distrib]
  simp only [siteGain, Finset.mul_sum]
  linarith
```

`Finset.sum_comm` exchanges the indices, and the case split on `G.Adj i j` separates bonded pairs, where the weights agree, from the others, where t is zero. The weights are kept general because a second choice of them will detect disconnected fragments.

## Moving one unit of energy

Write δ_ki for 1 if k = i and 0 otherwise. Adding one unit of energy at i and removing one at j changes a weighted sum by

∑_k w_k (δ_ki − δ_kj) = w_i − w_j.

```lean
/-- Adding one unit of energy at atom `i` and removing one at atom `j` changes a weighted sum of
site energies by the difference of the two weights. -/
theorem weighted_unit_shift [Fintype V] [DecidableEq V] (w : V → ℝ) (i j : V) :
    ∑ k, w k * ((if k = i then (1 : ℝ) else 0) - (if k = j then (1 : ℝ) else 0))
      = w i - w j := by
  simp [mul_sub, Finset.sum_sub_distrib]
```

If i and j are neighbours, such a move is achieved by

t_ab = δ_ai δ_bj − δ_aj δ_bi.

Exchanging a and b reverses its sign, and it is nonzero only for the pair i, j. Its gain at atom k is

∑_b t_kb = δ_ki − δ_kj.

```lean
/-- One unit of energy can be moved from atom `j` to its neighbour `i` by a neighbour transfer. -/
theorem exists_bond_transfer [Fintype V] [DecidableEq V] {i j : V} (h : G.Adj i j) :
    ∃ t, IsNeighbourTransfer G t ∧ ∀ k, siteGain t k =
      (if k = i then (1 : ℝ) else 0) - (if k = j then (1 : ℝ) else 0) := by
  refine ⟨fun a b => (if a = i then (1 : ℝ) else 0) * (if b = j then (1 : ℝ) else 0)
    - (if a = j then (1 : ℝ) else 0) * (if b = i then (1 : ℝ) else 0),
    ⟨fun a b => by ring, fun a b hab => ?_⟩, fun k => ?_⟩
  · have h1 : (if a = i then (1 : ℝ) else 0) * (if b = j then (1 : ℝ) else 0) = 0 := by
      by_cases ha : a = i
      · have hb : b ≠ j := fun hb => hab (by rw [ha, hb]; exact h)
        simp [hb]
      · simp [ha]
    have h2 : (if a = j then (1 : ℝ) else 0) * (if b = i then (1 : ℝ) else 0) = 0 := by
      by_cases ha : a = j
      · have hb : b ≠ i := fun hb => hab (by rw [ha, hb]; exact h.symm)
        simp [hb]
      · simp [ha]
    simp only [h1, h2, sub_zero]
  · simp only [siteGain, Finset.sum_sub_distrib, ← Finset.mul_sum, Finset.sum_ite_eq',
      Finset.mem_univ, if_true, mul_one]
```

The terms `h1` and `h2` show that each product vanishes on an unbonded pair.

For atoms further apart, follow a path of bonds. If the path starts at i, steps to its neighbour m and ends at j, add the transfer for the first bond to one for the remaining path. The gains at m cancel:

(δ_ki − δ_km) + (δ_km − δ_kj) = δ_ki − δ_kj.

A path of length zero needs no transfer at all.

```lean
/-- One unit of energy can be moved from atom `j` to atom `i` by a neighbour transfer whenever
a path of bonds joins them. -/
theorem exists_path_transfer [Fintype V] [DecidableEq V] {i j : V} (h : G.Reachable i j) :
    ∃ t, IsNeighbourTransfer G t ∧ ∀ k, siteGain t k =
      (if k = i then (1 : ℝ) else 0) - (if k = j then (1 : ℝ) else 0) := by
  obtain ⟨p⟩ := h
  induction p with
  | nil => exact ⟨fun _ _ => 0, ⟨by simp, by simp⟩, by simp [siteGain]⟩
  | cons hadj p ih =>
    -- add the transfer over the first bond to the one along the rest of the path
    obtain ⟨s, hs, hgs⟩ := ih
    obtain ⟨t, ht, hgt⟩ := exists_bond_transfer hadj
    refine ⟨fun a b => t a b + s a b, ⟨fun a b => ?_, fun a b hab => ?_⟩, fun k => ?_⟩
    · simp only [ht.antisymm a b, hs.antisymm a b]; ring
    · simp only [ht.bonded a b hab, hs.bonded a b hab, add_zero]
    · have h1 := hgt k
      have h2 := hgs k
      simp only [siteGain] at h1 h2
      simp only [siteGain, Finset.sum_add_distrib]
      linarith
```

`G.Reachable i j` means that a walk along bonds joins the two atoms. The proof is an induction on that walk: `nil` is the walk of length zero, and `cons` adds a first bond.

## Equal totals

Suppose that the totals agree, and put d_i = e'_i − e_i, so that ∑_i d_i = 0. Choose a reference atom r. Connectedness provides, for each atom i, a transfer T^(i) that carries one unit from r to i. Combine them as

t_ab = ∑_i d_i T^(i)_ab.

This is again antisymmetric and zero off the bonds. Its gain at atom k is

g_k = ∑_i d_i (δ_ki − δ_kr) = d_k − δ_kr ∑_i d_i = d_k.

The reference atom serves only as a clearing point: the extra term in its gain is minus the sum of all the differences, which is zero. Conversely, if e'_i − e_i = g_i for some transfer, the conservation law with unit weights gives ∑_i e'_i = ∑_i e_i.

```lean
/-- On a finite connected graph of atoms, two assignments of site energies have the same total
exactly when they differ by a transfer of energy between neighbours. -/
theorem same_total_iff_neighbour_transfer [Fintype V] (hG : G.Connected) (e e' : V → ℝ) :
    ∑ i, e i = ∑ i, e' i ↔
      ∃ t, IsNeighbourTransfer G t ∧ ∀ i, e' i - e i = siteGain t i := by
  have : DecidableEq V := Classical.decEq V
  constructor
  · intro h
    have hd : ∑ i, (e' i - e i) = 0 := by rw [Finset.sum_sub_distrib, h, sub_self]
    -- route every energy difference through a reference atom `r`
    obtain ⟨r⟩ := hG.nonempty
    choose T hT hgain using fun i => exists_path_transfer (hG.preconnected i r)
    refine ⟨fun a b => ∑ i, (e' i - e i) * T i a b,
      ⟨fun a b => ?_, fun a b hab => ?_⟩, fun k => ?_⟩
    · have hanti : ∀ i, T i b a = -T i a b := fun i => (hT i).antisymm a b
      simp only [hanti, mul_neg, Finset.sum_neg_distrib]
    · exact Finset.sum_eq_zero fun i _ => by rw [(hT i).bonded a b hab, mul_zero]
    · calc e' k - e k = ∑ i, (e' i - e i) *
            ((if k = i then (1 : ℝ) else 0) - (if k = r then (1 : ℝ) else 0)) := by
            simp_rw [mul_sub]
            rw [Finset.sum_sub_distrib, ← Finset.sum_mul, hd]
            simp
        _ = ∑ i, (e' i - e i) * siteGain (T i) k := by simp only [hgain]
        _ = siteGain (fun a b => ∑ i, (e' i - e i) * T i a b) k := by
            simp only [siteGain, Finset.mul_sum]
            exact Finset.sum_comm
  · rintro ⟨t, ht, hg⟩
    have h0 := weighted_gain_eq_zero ht (fun _ => 1) (fun _ _ _ => rfl)
    simp only [one_mul, ← hg, Finset.sum_sub_distrib] at h0
    linarith
```

In words, for a finite set of atoms with a connected graph and any real `e` and `e'`, the totals are equal if and only if some neighbour transfer `t` has `siteGain t i` equal to `e' i - e i` at every atom. The transfer need not be unique. In the proof, `choose` selects the family T^(i), and the `calc` block is the computation of g_k read from d_k towards the gain.

A shortcut that goes wrong is to set, for N atoms,

t_ij = (d_i − d_j)/N.

This is antisymmetric and has the correct row sums, but it generally sends energy directly between atoms that are not neighbours. In a chain 1–2–3 with d = (−1, 0, 1), it gives t_31 = 2/3 although atoms 1 and 3 are not bonded. Routing along the chain gives t_21 = t_32 = 1 instead: atom 2 receives one unit and passes it on.

## Separate fragments

Connectedness is also necessary. Suppose that every two assignments with equal totals were related by a neighbour transfer, but that no path joined i to j. Compare zero site energies with the assignment

e'_k = δ_ki − δ_kj.

Both totals are zero, so some transfer has gains g_k = e'_k. Now let w_k be 1 on the atoms reachable from i and 0 elsewhere. Neighbours lie in the same fragment, so their weights agree and the weighted gain must vanish. Yet it equals

w_i − w_j = 1 − 0 = 1,

a contradiction.

```lean
/-- On a nonempty finite set of atoms, if every two assignments of site energies with the same total
differ by a neighbour transfer, then the graph of atoms is connected. -/
theorem connected_of_neighbour_transfers [Fintype V] [Nonempty V]
    (h : ∀ e e' : V → ℝ, ∑ i, e i = ∑ i, e' i →
      ∃ t, IsNeighbourTransfer G t ∧ ∀ i, e' i - e i = siteGain t i) :
    G.Connected := by
  have : DecidableEq V := Classical.decEq V
  classical
  refine (SimpleGraph.connected_iff G).mpr ⟨?_, inferInstance⟩
  intro i j
  by_contra hij
  obtain ⟨t, ht, hg⟩ := h (fun _ => 0)
    (fun k => (if k = i then (1 : ℝ) else 0) - (if k = j then (1 : ℝ) else 0))
    (by simp [Finset.sum_sub_distrib])
  have hs : ∀ k, siteGain t k =
      (if k = i then (1 : ℝ) else 0) - (if k = j then (1 : ℝ) else 0) := by
    intro k
    have hk := hg k
    simp only [sub_zero] at hk
    exact hk.symm
  -- the energy of the fragment containing `i` cannot change
  obtain ⟨w, hw⟩ : ∃ w : V → ℝ, ∀ k, w k = if G.Reachable i k then 1 else 0 :=
    ⟨_, fun _ => rfl⟩
  have h0 := weighted_gain_eq_zero ht w (fun a b hab => by
    have hiff : G.Reachable i a ↔ G.Reachable i b :=
      ⟨fun p => p.trans hab.reachable, fun p => p.trans hab.symm.reachable⟩
    simp only [hw, hiff])
  have hii : G.Reachable i i := ⟨SimpleGraph.Walk.nil⟩
  simp only [hs] at h0
  rw [weighted_unit_shift, hw i, hw j, if_pos hii, if_neg hij] at h0
  norm_num at h0
```

The hypothesis `h` ranges over all pairs `e`, `e'` with equal totals. `Nonempty V` is required because Mathlib's definition of a connected graph excludes the empty one. In this model each separate fragment keeps its own total under neighbour transfers, so they cannot relate two assignments that divide the same overall total differently among the fragments.

## Which weighted sums survive

One may ask which linear functions ∑_i w_i e_i of the site energies are insensitive to the redistribution. On a connected graph, take any two atoms i and j and move one unit from j to i, starting from zero site energies. Invariance requires

0 = w_i − w_j,

so all weights are equal. If they are equal, the conservation law shows that the weighted sum is unchanged. Only multiples of the total energy are left.

```lean
/-- On a connected graph of atoms, a weighted sum of site energies is unchanged by every
neighbour transfer exactly when all weights are equal. -/
theorem invariant_iff_equal_weights [Fintype V] (hG : G.Connected) (w : V → ℝ) :
    (∀ (e e' : V → ℝ) (t : V → V → ℝ), IsNeighbourTransfer G t →
      (∀ i, e' i - e i = siteGain t i) → ∑ i, w i * e' i = ∑ i, w i * e i) ↔
      ∀ i j, w i = w j := by
  have : DecidableEq V := Classical.decEq V
  constructor
  · intro h i j
    -- test the invariance on one unit of energy moved from `j` to `i`
    obtain ⟨t, ht, hs⟩ := exists_path_transfer (hG.preconnected i j)
    have h0 := h (fun _ => 0) (siteGain t) t ht (fun k => sub_zero _)
    simp only [hs, mul_zero, Finset.sum_const_zero] at h0
    rw [weighted_unit_shift] at h0
    linarith
  · intro hw e e' t ht hg
    have h0 := weighted_gain_eq_zero ht w (fun i j _ => hw i j)
    simp only [← hg, mul_sub, Finset.sum_sub_distrib] at h0
    linarith

end SiteEnergyTransfer
```

The left side of the equivalence demands invariance for every starting assignment, every final assignment and every neighbour transfer between them. The forward direction needs only the single test move; the reverse direction uses `weighted_gain_eq_zero`.

For a potential trained on total energies, this means that in a structure of at least two atoms with a connected neighbour graph, the energy of a single atom, or of any nonempty proper subset of the atoms, is not fixed by the total of that one structure, when the site energies are treated as free real numbers. A fitted potential is more constrained: the same function of the local environment has to serve many structures, and the kernel favours some decompositions over others. Neither constraint enters the model here, nor do forces or stresses.

```lean
#print axioms SiteEnergyTransfer.same_total_iff_neighbour_transfer
#print axioms SiteEnergyTransfer.connected_of_neighbour_transfers
#print axioms SiteEnergyTransfer.invariant_iff_equal_weights
```

```
'SiteEnergyTransfer.same_total_iff_neighbour_transfer' depends on axioms: [propext, Classical.choice, Quot.sound]
'SiteEnergyTransfer.connected_of_neighbour_transfers' depends on axioms: [propext, Classical.choice, Quot.sound]
'SiteEnergyTransfer.invariant_iff_equal_weights' depends on axioms: [propext, Classical.choice, Quot.sound]
```
